# Two phonon branches with constant coupling and linear uncoupled squared frequencies exchange their slopes at an avoided crossing

## An extrapolation that fails

Let two phonon modes have a constant nonzero coupling and uncoupled squared frequencies that are linear in the logarithm of the volume, with different slopes. Take the higher of the two coupled branches, fit the slope of its squared frequency against that logarithm on the expanded side of the avoided crossing, and extrapolate linearly to the compressed side. The prediction is wrong, and the error grows with compression, because the branch has taken over the slope of the other mode.

Volume derivatives of phonon frequencies enter the quasi-harmonic treatment of thermal expansion. The result below concerns the slopes of the squared frequencies with respect to the logarithm of the volume. It treats two modes with a constant nonzero coupling, whose uncoupled squared frequencies are linear in that logarithm with different slopes. When the coupled modes are sorted by squared frequency, the slopes exist at every volume, but a value from far on one side of the crossing does not carry over to the other.

## Two modes under compression

Let $V$ be the volume, $V_0$ the volume at which the uncoupled modes would cross, and $s=-\ln(V/V_0)$ the logarithmic compression. The uncoupled squared frequencies are $d+as$ and $d+bs$, and a real coupling $c$ mixes the modes:

$$D(s)=\begin{pmatrix} d+as & c\\ c & d+bs\end{pmatrix}.$$

The eigenvalues $\lambda_\pm(s)$ of $D(s)$ are the squared frequencies $\omega^2$ of the coupled modes. The constant $c$ stands for the off-diagonal element of the dynamical matrix between the two modes; it vanishes when they have different symmetry. The condition $a>b$ says that the squared frequency of the first uncoupled mode has the larger slope in $s$; if both slopes are positive, the first mode stiffens faster under compression.

The mode Grüneisen parameter is

$$\gamma=-\frac{d\ln\omega}{d\ln V}=\frac{d\ln\omega}{ds}=\frac{1}{2\lambda}\frac{d\lambda}{ds}.$$

It contains the slope of $\lambda$, but also $\lambda$ itself. The quantities exchanged in the theorem are the slopes.

## What is stated

For $a>b$ and $c\neq0$, `branches_exchange_slopes` says that

- both branches are differentiable at every $s$;
- both have slope $(a+b)/2$ at $s=0$;
- the upper slope tends to $b$ as $s\to-\infty$ and to $a$ as $s\to\infty$;
- the lower slope tends to $a$ as $s\to-\infty$ and to $b$ as $s\to\infty$.

In Lean, `dynMat a b c d s` is $D(s)$, a real matrix indexed by `Fin 2`. The branches `upperBranch` and `lowerBranch` are defined by closed formulas, and `eigenvalue_iff` connects them to the matrix: a real `x` has a nonzero vector `v` with $D(s)v=xv$ exactly when `x` is one of the two branch values. The hypotheses $a>b$ and $c\ne0$ appear as `hab : b < a` and `hc : c ≠ 0`. `Tendsto` with `atTop` or `atBot` expresses the limits $s\to\pm\infty$.

The function `gruneisen` is the derivative of $\ln\sqrt{\lambda}$ with respect to $s$. Its value at the crossing is computed for `c ≠ 0` and `|c| < d`; the second condition says that both coupled modes are dynamically stable there.

The model has two modes, linear uncoupled squared frequencies and a real coupling independent of volume. In a crystal the linear law holds only over a limited range, and in the model itself a squared frequency can become negative far from the crossing. The limits therefore describe compressions well outside the crossing region but still within the linear range.

## Eigenvalues and slopes by hand

Write $m=(a+b)/2$, $k=(a-b)/2$ and $\mu=d+ms$. The diagonal elements are then $\mu+ks$ and $\mu-ks$, and the secular determinant is

$$(\mu+ks-x)(\mu-ks-x)-c^2=(x-\mu)^2-h^2,\qquad h(s)=\sqrt{k^2s^2+c^2}.$$

It factorises as $(x-\lambda_-)(x-\lambda_+)$ with $\lambda_\pm=d+ms\pm h$. The splitting is $2h\ge2|c|$, so the branches never meet when $c\neq0$.

For $c\ne0$ the radicand is at least $c^2>0$, and the chain rule gives

$$h'(s)=\frac{2k^2s}{2h(s)}=\frac{k^2s}{h(s)},\qquad \lambda_\pm'(s)=m\pm\frac{k^2s}{h(s)}.$$

At $s=0$ both slopes equal $m$. For $s>0$, taking $s$ out of the root gives

$$h'(s)=\frac{k^2}{\sqrt{k^2+c^2/s^2}}\longrightarrow\frac{k^2}{k}=k\qquad(s\to\infty),$$

where $k>0$ was used. Since $h$ is even, $h'$ is odd and tends to $-k$ as $s\to-\infty$. With $m+k=a$ and $m-k=b$, the four limits follow.

## Equal slopes, different Grüneisen parameters

At $s=0$ the squared frequencies are $\lambda_\pm=d\pm|c|$. If $0<|c|<d$, both are positive, the branches are differentiable there, and

$$\gamma_\pm(0)=\frac{m}{2\lambda_\pm(0)}=\frac{a+b}{4(d\pm|c|)}.$$

Unless $a+b=0$, these two values differ, although the slopes agree.

## Weak coupling, and no coupling

The slopes change over a range of compression of order $|c|/k$. As $c\to0$ at fixed $s\neq0$, $h'(s)$ tends to $k$ for $s>0$ and to $-k$ for $s<0$, while at $s=0$ both slopes stay at $m$ for every nonzero $c$. The file keeps $c$ fixed and does not treat this limit.

At $c=0$ differentiability can fail. With $a=1$, $b=-1$ and $d=1$, the upper branch is $1+|s|$, which has a kink at the crossing. The same happens whenever $c=0$ and $a\neq b$, since then $\lambda_+=d+ms+|k||s|$.

## The Lean file

```lean
import Mathlib

open Matrix Filter Topology

namespace AvoidedCrossingGruneisen

noncomputable section

/-- Dynamical matrix of two modes with coupling `c`, whose uncoupled squared frequencies
`d + a s` and `d + b s` are linear in the logarithmic compression `s = -ln (V/V₀)`. -/
def dynMat (a b c d s : ℝ) : Matrix (Fin 2) (Fin 2) ℝ :=
  !![d + a * s, c; c, d + b * s]

/-- Half the splitting between the two coupled squared frequencies. -/
def halfGap (a b c s : ℝ) : ℝ := √(((a - b) / 2 * s) ^ 2 + c ^ 2)

/-- The upper branch of squared frequencies: mean value plus half the splitting. -/
def upperBranch (a b c d s : ℝ) : ℝ := d + (a + b) / 2 * s + halfGap a b c s

/-- The lower branch of squared frequencies: mean value minus half the splitting. -/
def lowerBranch (a b c d s : ℝ) : ℝ := d + (a + b) / 2 * s - halfGap a b c s

/-- Slope of the half-splitting with respect to `s`, for nonzero coupling `c`. -/
def slopeShift (a b c s : ℝ) : ℝ := ((a - b) / 2) ^ 2 * s / halfGap a b c s

/-- Mode Grüneisen parameter `-d ln ω / d ln V = d ln ω / ds` of a branch `ω² = lam s`,
for a branch that is differentiable and positive at `s`. -/
def gruneisen (lam : ℝ → ℝ) (s : ℝ) : ℝ := deriv (fun t => Real.log (√(lam t))) s

/-- The eigenvalues of the dynamical matrix are exactly the lower and the upper branch. -/
theorem eigenvalue_iff (a b c d s x : ℝ) :
    (∃ v : Fin 2 → ℝ, v ≠ 0 ∧ dynMat a b c d s *ᵥ v = x • v) ↔
      x = lowerBranch a b c d s ∨ x = upperBranch a b c d s := by
  have h1 : (∃ v : Fin 2 → ℝ, v ≠ 0 ∧ dynMat a b c d s *ᵥ v = x • v) ↔
      ∃ v : Fin 2 → ℝ, v ≠ 0 ∧ (dynMat a b c d s - x • 1) *ᵥ v = 0 := by
    simp only [Matrix.sub_mulVec, Matrix.smul_mulVec, Matrix.one_mulVec, sub_eq_zero]
  have e : dynMat a b c d s - x • 1 = !![d + a * s - x, c; c, d + b * s - x] := by
    ext i j
    fin_cases i <;> fin_cases j <;> simp [dynMat]
  have hR : halfGap a b c s ^ 2 = ((a - b) / 2 * s) ^ 2 + c ^ 2 :=
    Real.sq_sqrt (by positivity)
  -- the secular determinant factorises into the two branches
  have hfac : (d + a * s - x) * (d + b * s - x) - c * c =
      (x - lowerBranch a b c d s) * (x - upperBranch a b c d s) := by
    unfold lowerBranch upperBranch
    linear_combination hR
  rw [h1, Matrix.exists_mulVec_eq_zero_iff, e, Matrix.det_fin_two_of, hfac, mul_eq_zero,
    sub_eq_zero, sub_eq_zero]

/-- The branches are separated by at least `2 |c|` at every compression. -/
theorem two_abs_coupling_le_gap (a b c d s : ℝ) :
    2 * |c| ≤ upperBranch a b c d s - lowerBranch a b c d s := by
  have h : |c| ≤ halfGap a b c s :=
    Real.abs_le_sqrt (by nlinarith [sq_nonneg ((a - b) / 2 * s)])
  unfold upperBranch lowerBranch
  linarith

/-- For nonzero coupling both branches are differentiable at every compression, with slopes
placed symmetrically about the mean slope `(a + b) / 2`. -/
theorem hasDerivAt_branches (a b d : ℝ) {c : ℝ} (hc : c ≠ 0) (s : ℝ) :
    HasDerivAt (upperBranch a b c d) ((a + b) / 2 + slopeShift a b c s) s ∧
      HasDerivAt (lowerBranch a b c d) ((a + b) / 2 - slopeShift a b c s) s := by
  have h1 : HasDerivAt (fun x : ℝ => (a - b) / 2 * x) ((a - b) / 2) s :=
    ((hasDerivAt_id' s).const_mul ((a - b) / 2)).congr_deriv (mul_one _)
  have h2 : HasDerivAt (fun x : ℝ => ((a - b) / 2 * x) ^ 2 + c ^ 2)
      (2 * ((a - b) / 2) ^ 2 * s) s := by
    refine ((h1.fun_pow 2).add_const (c ^ 2)).congr_deriv ?_
    push_cast
    ring
  -- the coupling keeps the argument of the square root away from zero
  have hne : ((a - b) / 2 * s) ^ 2 + c ^ 2 ≠ 0 := by positivity
  have h3 : HasDerivAt (halfGap a b c) (slopeShift a b c s) s := by
    refine (h2.sqrt hne).congr_deriv ?_
    unfold slopeShift halfGap
    rw [mul_assoc, mul_div_mul_left _ _ two_ne_zero]
  have h0 : HasDerivAt (fun x : ℝ => d + (a + b) / 2 * x) ((a + b) / 2) s :=
    (((hasDerivAt_id' s).const_mul ((a + b) / 2)).const_add d).congr_deriv (mul_one _)
  exact ⟨h0.fun_add h3, h0.fun_sub h3⟩

/-- For `a > b`, the slope of the half-splitting tends to `(a - b) / 2` under strong
compression and to `-(a - b) / 2` under strong expansion. -/
theorem tendsto_slopeShift {a b : ℝ} (hab : b < a) (c : ℝ) :
    Tendsto (slopeShift a b c) atTop (𝓝 ((a - b) / 2)) ∧
      Tendsto (slopeShift a b c) atBot (𝓝 (-((a - b) / 2))) := by
  have hk : 0 < (a - b) / 2 := by linarith
  have top : Tendsto (slopeShift a b c) atTop (𝓝 ((a - b) / 2)) := by
    have h1 : Tendsto (fun s : ℝ => √(((a - b) / 2) ^ 2 + (c * s⁻¹) ^ 2)) atTop
        (𝓝 ((a - b) / 2)) := by
      have h := (((tendsto_inv_atTop_zero (𝕜 := ℝ)).const_mul c).pow 2).const_add
        (((a - b) / 2) ^ 2) |>.sqrt
      rwa [show ((a - b) / 2) ^ 2 + (c * 0) ^ 2 = ((a - b) / 2) ^ 2 by ring,
        Real.sqrt_sq hk.le] at h
    have h2 := (tendsto_const_nhds (x := ((a - b) / 2) ^ 2)).div h1 hk.ne'
    rw [show ((a - b) / 2) ^ 2 / ((a - b) / 2) = (a - b) / 2 by
      rw [sq, mul_div_cancel_right₀ _ hk.ne']] at h2
    refine h2.congr' ?_
    filter_upwards [eventually_gt_atTop (0 : ℝ)] with s hs
    -- take the factor `s` out of the square root
    have e : halfGap a b c s = √(((a - b) / 2) ^ 2 + (c * s⁻¹) ^ 2) * s := by
      have e1 : ((a - b) / 2 * s) ^ 2 + c ^ 2 =
          (((a - b) / 2) ^ 2 + (c * s⁻¹) ^ 2) * s ^ 2 := by
        field_simp
      rw [halfGap, e1, Real.sqrt_mul (by positivity), Real.sqrt_sq hs.le]
    rw [slopeShift, e, mul_div_mul_right _ _ hs.ne']
    rfl
  refine ⟨top, ?_⟩
  -- the shift is odd in `s`
  refine (top.comp tendsto_neg_atBot_atTop).neg.congr fun s => ?_
  have e : halfGap a b c (-s) = halfGap a b c s := by
    unfold halfGap
    congr 1
    ring
  simp only [Function.comp_apply, slopeShift, e]
  ring

/-- Exchange at an avoided crossing: for `a > b` and nonzero coupling, both branches are
differentiable everywhere and have slope `(a + b) / 2` at `s = 0`. The upper slope goes from
`b` at `s → -∞` to `a` at `s → ∞`, and the lower slope from `a` to `b`. -/
theorem branches_exchange_slopes {a b c : ℝ} (hab : b < a) (hc : c ≠ 0) (d : ℝ) :
    (Differentiable ℝ (upperBranch a b c d) ∧ Differentiable ℝ (lowerBranch a b c d)) ∧
    (deriv (upperBranch a b c d) 0 = (a + b) / 2 ∧
      deriv (lowerBranch a b c d) 0 = (a + b) / 2) ∧
    (Tendsto (deriv (upperBranch a b c d)) atBot (𝓝 b) ∧
      Tendsto (deriv (upperBranch a b c d)) atTop (𝓝 a)) ∧
    (Tendsto (deriv (lowerBranch a b c d)) atBot (𝓝 a) ∧
      Tendsto (deriv (lowerBranch a b c d)) atTop (𝓝 b)) := by
  have hD := hasDerivAt_branches a b d hc
  have hu : deriv (upperBranch a b c d) = fun s => (a + b) / 2 + slopeShift a b c s :=
    funext fun s => (hD s).1.deriv
  have hl : deriv (lowerBranch a b c d) = fun s => (a + b) / 2 - slopeShift a b c s :=
    funext fun s => (hD s).2.deriv
  obtain ⟨top, bot⟩ := tendsto_slopeShift hab c
  have u1 := bot.const_add ((a + b) / 2)
  have u2 := top.const_add ((a + b) / 2)
  have l1 := bot.const_sub ((a + b) / 2)
  have l2 := top.const_sub ((a + b) / 2)
  rw [show (a + b) / 2 + -((a - b) / 2) = b by ring] at u1
  rw [show (a + b) / 2 + (a - b) / 2 = a by ring] at u2
  rw [show (a + b) / 2 - -((a - b) / 2) = a by ring] at l1
  rw [show (a + b) / 2 - (a - b) / 2 = b by ring] at l2
  refine ⟨⟨fun s => (hD s).1.differentiableAt, fun s => (hD s).2.differentiableAt⟩, ?_⟩
  rw [hu, hl]
  exact ⟨⟨by simp [slopeShift], by simp [slopeShift]⟩, ⟨u1, u2⟩, ⟨l1, l2⟩⟩

/-- A branch `ω² = lam` that is positive at `s` and has slope `m` there has the mode
Grüneisen parameter `m / (2 ω²)`. -/
theorem gruneisen_eq {lam : ℝ → ℝ} {m s : ℝ} (h : HasDerivAt lam m s) (hpos : 0 < lam s) :
    gruneisen lam s = m / (2 * lam s) := by
  have h1 := ((h.sqrt hpos.ne').log (Real.sqrt_pos.mpr hpos).ne').deriv
  rw [div_div, mul_assoc, Real.mul_self_sqrt hpos.le] at h1
  exact h1

/-- For nonzero coupling with `|c| < d`, the mode Grüneisen parameters at `s = 0` are
`(a + b) / (4 (d + |c|))` on the upper and `(a + b) / (4 (d - |c|))` on the lower branch. -/
theorem gruneisen_at_crossing (a b : ℝ) {c d : ℝ} (hc : c ≠ 0) (hd : |c| < d) :
    gruneisen (upperBranch a b c d) 0 = (a + b) / (4 * (d + |c|)) ∧
      gruneisen (lowerBranch a b c d) 0 = (a + b) / (4 * (d - |c|)) := by
  have g0 : halfGap a b c 0 = |c| := by simp [halfGap, Real.sqrt_sq_eq_abs]
  have u0 : upperBranch a b c d 0 = d + |c| := by simp [upperBranch, g0]
  have l0 : lowerBranch a b c d 0 = d - |c| := by simp [lowerBranch, g0]
  have s0 : slopeShift a b c 0 = 0 := by simp [slopeShift]
  have hu : 0 < d + |c| := by linarith [abs_nonneg c]
  have hl : 0 < d - |c| := by linarith
  obtain ⟨h1, h2⟩ := hasDerivAt_branches a b d hc 0
  rw [gruneisen_eq h1 (by rw [u0]; exact hu), gruneisen_eq h2 (by rw [l0]; exact hl),
    u0, l0, s0, add_zero, sub_zero, div_div, div_div, ← mul_assoc, ← mul_assoc]
  norm_num

/-- Without coupling, and with `a ≠ b`, the upper branch is not differentiable at the
crossing `s = 0`. -/
theorem not_differentiableAt_true_crossing {a b : ℝ} (hab : a ≠ b) (d : ℝ) :
    ¬ DifferentiableAt ℝ (upperBranch a b 0 d) 0 := by
  intro h
  have hk : |(a - b) / 2| ≠ 0 :=
    abs_ne_zero.mpr (div_ne_zero (sub_ne_zero.mpr hab) two_ne_zero)
  -- a smooth upper branch would make the absolute value smooth at zero
  have e : (abs : ℝ → ℝ) = fun x =>
      (upperBranch a b 0 d x - (d + (a + b) / 2 * x)) / |(a - b) / 2| := by
    funext x
    rw [upperBranch, halfGap,
      show ((a - b) / 2 * x) ^ 2 + (0 : ℝ) ^ 2 = ((a - b) / 2 * x) ^ 2 by ring,
      Real.sqrt_sq_eq_abs, abs_mul, add_sub_cancel_left, mul_div_cancel_left₀ _ hk]
  apply not_differentiableAt_abs_zero
  rw [e]
  exact (h.fun_sub (by fun_prop)).div_const _

end

end AvoidedCrossingGruneisen
```

```lean
#print axioms AvoidedCrossingGruneisen.two_abs_coupling_le_gap
-- 'AvoidedCrossingGruneisen.two_abs_coupling_le_gap' depends on axioms: [propext, Classical.choice, Quot.sound]
#print axioms AvoidedCrossingGruneisen.branches_exchange_slopes
-- 'AvoidedCrossingGruneisen.branches_exchange_slopes' depends on axioms: [propext, Classical.choice, Quot.sound]
#print axioms AvoidedCrossingGruneisen.gruneisen_at_crossing
-- 'AvoidedCrossingGruneisen.gruneisen_at_crossing' depends on axioms: [propext, Classical.choice, Quot.sound]
#print axioms AvoidedCrossingGruneisen.not_differentiableAt_true_crossing
-- 'AvoidedCrossingGruneisen.not_differentiableAt_true_crossing' depends on axioms: [propext, Classical.choice, Quot.sound]
```

## From the determinant to the branches

In `eigenvalue_iff`, the eigenvalue equation is first rewritten as $(D-x\mathbb 1)v=0$. `Matrix.exists_mulVec_eq_zero_iff` turns the existence of a nonzero solution into a vanishing determinant. The factorisation is `hfac`, proved by `linear_combination hR`, where `hR` is the identity $h^2=k^2s^2+c^2$. A product is zero exactly when one factor is, which gives the two branches.

`two_abs_coupling_le_gap` obtains $|c|\le h$ from `Real.abs_le_sqrt`. It also shows that the names "upper" and "lower" are justified.

## Derivatives and limits

`hasDerivAt_branches` follows the chain rule. Step `h2` differentiates the radicand, `hne` uses $c\neq0$ to show that it is nonzero, and `h3` differentiates the root. The result $h'$ is called `slopeShift`. Adding it to the slope of the linear part `h0`, or subtracting it, gives the two branches.

`tendsto_slopeShift` proves the limit at $+\infty$ for the form with $s$ taken out of the root. The two forms agree only for $s>0$, which is enough for a limit at infinity; `filter_upwards` restricts the comparison to that range. For $-\infty$, the proof composes the first limit with $s\mapsto-s$ and uses that the shift is odd.

`branches_exchange_slopes` then identifies `deriv` of each branch with the slope formula as a function of $s$, adds or subtracts the limits of the shift, and simplifies $m\pm k$ to $a$ and $b$.

## Grüneisen parameters and the kink

`gruneisen_eq` differentiates $\ln\sqrt\lambda$ by the chain rule and uses $\sqrt\lambda\sqrt\lambda=\lambda$ to reach $\lambda'/(2\lambda)$ for any branch that is differentiable and positive at the point. `gruneisen_at_crossing` inserts the values $\lambda_\pm(0)=d\pm|c|$ and the vanishing shift at $s=0$.

`not_differentiableAt_true_crossing` argues by contradiction. For $c=0$ and $a\neq b$, the formula for the upper branch can be solved for the absolute value:

$$|s|=\frac{\lambda_+(s)-(d+ms)}{|k|}.$$

If $\lambda_+$ were differentiable at $0$, then $|s|$ would be too, which `not_differentiableAt_abs_zero` excludes.
